# The regular series behind ZORA for $c^2/(2c^2+E-V)$ converges uniformly in $V\le 0$ when $|E|<2c^2$; for $V=-Z/r$ the Pauli series diverges at $r\le Z/(2c^2-E)$

A valence electron in a heavy atom has an energy $E$, counted from the rest energy, that is small against $c^2$, with $c$ the speed of light in atomic units. At distance $r$ from a point nucleus of charge $Z$ the nuclear attraction contributes $-Z/r$ to its potential energy $V$, which is therefore unbounded as $r\to0$, so the kinetic energy $E-V$ is not small everywhere. Which expansion of the relativistic kinetic energy survives this is examined here in a classical model where $E$, $V$, $c$ and the momentum $p$ are real numbers. Operator ordering and spin are absent from it, and with them the Darwin term of the Pauli Hamiltonian and the spin–orbit terms of the Pauli and ZORA Hamiltonians.

In Lean 4 with Mathlib:

```lean
import Mathlib

open Filter Topology

namespace RegularApproximation

noncomputable section
```

## Two expansions of one factor

The quantity to expand is $K=c^2/(2c^2+E-V)$, which is $1/2$ at $E=V$, $c\ne0$.

```lean
/-- The energy-dependent kinetic factor `c² / (2c² + E - V)`. -/
def kineticFactor (c E V : ℝ) : ℝ := c ^ 2 / (2 * c ^ 2 + E - V)
```

Pulling $2c^2-V$ out of the denominator gives $K=\frac{c^2}{2c^2-V}\,\frac{1}{1-x}$ with $x=-E/(2c^2-V)$. The regular series has terms $\frac{c^2}{2c^2-V}x^n$, $n=0,1,\dots$, and $S_N$ sums $n=0,\dots,N-1$. Thus $S_0=0$, and $S_1=c^2/(2c^2-V)$ is the ZORA factor.

```lean
/-- The expansion parameter `-E / (2c² - V)` of the regular expansion. -/
def regularRatio (c E V : ℝ) : ℝ := -E / (2 * c ^ 2 - V)

/-- The `n`-th term `c² / (2c² - V) * (-E / (2c² - V))ⁿ` of the regular expansion. -/
def regularTerm (c E V : ℝ) (n : ℕ) : ℝ := c ^ 2 / (2 * c ^ 2 - V) * regularRatio c E V ^ n

/-- The sum of the first `N` terms of the regular expansion; `N = 1` is the ZORA factor. -/
def regularSum (c E V : ℝ) (N : ℕ) : ℝ := ∑ n ∈ Finset.range N, regularTerm c E V n
```

Pulling out $2c^2$ instead gives the Pauli terms $\tfrac12 y^n$ with $y=-(E-V)/(2c^2)$. Multiplied by $p^2$, with $E-V\approx p^2/2$ inserted, the first two give $p^2/2-p^4/(8c^2)$, the nonrelativistic kinetic energy and the mass–velocity correction. "Pauli series" below means this geometric series in $y$ at fixed exact $E$; the expansion of $E-V=c^2\big(\sqrt{1+p^2/c^2}-1\big)$ in powers of $p^2/c^2$ is a different series, convergent only for $p^2\le c^2$, and is not treated.

```lean
/-- The `n`-th term `(1/2) (-(E - V) / (2c²))ⁿ` of the Pauli expansion. -/
def pauliTerm (c E V : ℝ) (n : ℕ) : ℝ := 1 / 2 * (-(E - V) / (2 * c ^ 2)) ^ n

/-- The sum of the first `N` terms of the Pauli expansion. -/
def pauliSum (c E V : ℝ) (N : ℕ) : ℝ := ∑ n ∈ Finset.range N, pauliTerm c E V n

/-- The Coulomb potential `-Z / r`. -/
def coulomb (Z r : ℝ) : ℝ := -Z / r
```

## The dispersion relation

The total energy is $E+c^2$, so $(E-V+c^2)^2=c^4+p^2c^2$. Subtracting $c^4$ and factoring gives $(E-V)(2c^2+E-V)=p^2c^2$, and division by a nonzero $2c^2+E-V$ gives $E=V+p^2K$. In the proof, `key` is the division and `linear_combination` the factoring. The excluded case is the negative-energy particle at rest: for $c\neq0$, $p=0$, $E-V=-2c^2$ the dispersion relation holds and $E=V$ fails.

```lean
/-- For `2c² + E - V ≠ 0` the relativistic dispersion relation `(E - V + c²)² = c⁴ + p²c²`
is equivalent to `E = V + p² c² / (2c² + E - V)`. -/
theorem dispersion_iff {c E V : ℝ} (p : ℝ) (h : 2 * c ^ 2 + E - V ≠ 0) :
    (E - V + c ^ 2) ^ 2 = c ^ 4 + p ^ 2 * c ^ 2 ↔ E = V + p ^ 2 * kineticFactor c E V := by
  have key : E = V + p ^ 2 * (c ^ 2 / (2 * c ^ 2 + E - V)) ↔
      (E - V) * (2 * c ^ 2 + E - V) = p ^ 2 * c ^ 2 := by
    rw [← mul_div_assoc, ← eq_div_iff h]
    constructor <;> intro h' <;> linarith
  unfold kineticFactor
  rw [key]
  constructor <;> intro h' <;> linear_combination h'
```

## Exact remainder

Since $1-x=(2c^2+E-V)/(2c^2-V)$, one has $K(1-x)=c^2/(2c^2-V)$ when both denominators are nonzero.

```lean
/-- The kinetic factor times one minus the regular expansion parameter is `c² / (2c² - V)`,
when both denominators are nonzero. -/
theorem kineticFactor_mul {c E V : ℝ} (hB : 2 * c ^ 2 - V ≠ 0) (hD : 2 * c ^ 2 + E - V ≠ 0) :
    kineticFactor c E V * (1 - regularRatio c E V) = c ^ 2 / (2 * c ^ 2 - V) := by
  have aux : ∀ a B D e : ℝ, B ≠ 0 → D ≠ 0 → e = D - B → a / D * (1 - -e / B) = a / B := by
    intro a B D e hB hD he
    subst he
    field_simp
    ring
  exact aux _ _ _ _ hB hD (by ring)
```

The $n$-th term is therefore $K(1-x)x^n$. From $K-S_0=K$ and
$$K-S_{N+1}=Kx^N-K(1-x)x^N=Kx^{N+1}$$
induction yields $K-S_N=Kx^N$; the last tactic line is this step.

```lean
/-- The remainder of the regular expansion after `N` terms is exactly the kinetic factor times the
`N`-th power of the expansion parameter, when `2c² - V` and `2c² + E - V` are nonzero. -/
theorem regular_remainder {c E V : ℝ} (hB : 2 * c ^ 2 - V ≠ 0) (hD : 2 * c ^ 2 + E - V ≠ 0)
    (N : ℕ) :
    kineticFactor c E V - regularSum c E V N = kineticFactor c E V * regularRatio c E V ^ N := by
  have hk := kineticFactor_mul hB hD
  induction N with
  | zero => simp [regularSum]
  | succ N ih =>
    unfold regularSum at ih ⊢
    rw [Finset.sum_range_succ, regularTerm]
    linear_combination ih + regularRatio c E V ^ N * hk
```

## An error bound independent of the potential

Assume $V\le0$, an attractive potential with its zero at infinity, and $|E|<2c^2$, an energy within twice the rest energy of that zero. The second condition forces $c\neq0$, and only $c^2$ enters, so no sign of $c$ is assumed. Then $2c^2-V\ge2c^2>0$ and $|x|\le q<1$ with $q=|E|/(2c^2)$.

```lean
/-- For `V ≤ 0` and `|E| < 2c²` the regular expansion parameter is bounded in modulus by
`|E| / (2c²)`, and this bound is below one. -/
theorem regularRatio_le {c E V : ℝ} (hV : V ≤ 0) (hE : |E| < 2 * c ^ 2) :
    |regularRatio c E V| ≤ |E| / (2 * c ^ 2) ∧ |E| / (2 * c ^ 2) < 1 := by
  have hc2 : 0 < 2 * c ^ 2 := lt_of_le_of_lt (abs_nonneg E) hE
  have hB : 0 < 2 * c ^ 2 - V := by linarith
  constructor
  · rw [regularRatio, abs_div, abs_neg, abs_of_pos hB]
    exact div_le_div_of_nonneg_left (abs_nonneg E) hc2 (by linarith)
  · rw [div_lt_iff₀ hc2]
    linarith
```

Also $2c^2+E-V>0$, so $K>0$, and the remainder gives $|S_N-K|/K=|x|^N$, which is `hrel`. The theorem `regular_expansion` states four things: the series sums to $K$; $K>0$; the relative error is at most $q^N$ for every $N$; and it equals $q^N$ at $V=0$, so the bound is attained. Since $K\le c^2/(2c^2+E)$ for $V\le0$, the relative bound also gives $|S_N-K|\le q^N c^2/(2c^2+E)$, which is uniform convergence in $V\le0$; this last step is not formalised. `HasSum` means unconditional convergence, which for real terms is absolute convergence. It follows from $\sum_n x^n=(1-x)^{-1}$, multiplied by $c^2/(2c^2-V)$. With $V\le 0$ removed the statement is false: $c=E=V=1$ has $|E|<2c^2$, but $x=-1$, the terms alternate between $1$ and $-1$, and $K=1/2$.

```lean
/-- For `V ≤ 0` and `|E| < 2c²` the regular series sums to the positive kinetic factor, its
relative error after `N` terms is at most `(|E| / (2c²))ᴺ`, and equals it when `V = 0`. -/
theorem regular_expansion {c E V : ℝ} (hV : V ≤ 0) (hE : |E| < 2 * c ^ 2) :
    HasSum (regularTerm c E V) (kineticFactor c E V) ∧ 0 < kineticFactor c E V ∧
    (∀ N, |regularSum c E V N - kineticFactor c E V| / kineticFactor c E V
      ≤ (|E| / (2 * c ^ 2)) ^ N) ∧
    (V = 0 → ∀ N, |regularSum c E V N - kineticFactor c E V| / kineticFactor c E V
      = (|E| / (2 * c ^ 2)) ^ N) := by
  have hc2 : 0 < 2 * c ^ 2 := lt_of_le_of_lt (abs_nonneg E) hE
  have hB : 0 < 2 * c ^ 2 - V := by linarith
  have hD : 0 < 2 * c ^ 2 + E - V := by linarith [(abs_lt.1 hE).1]
  have hK : 0 < kineticFactor c E V := div_pos (by linarith) hD
  obtain ⟨h1, h2⟩ := regularRatio_le hV hE
  have hx : |regularRatio c E V| < 1 := lt_of_le_of_lt h1 h2
  -- the relative error is the `N`-th power of the modulus of the expansion parameter
  have hrel : ∀ N, |regularSum c E V N - kineticFactor c E V| / kineticFactor c E V
      = |regularRatio c E V| ^ N := by
    intro N
    rw [abs_sub_comm, regular_remainder hB.ne' hD.ne', abs_mul, abs_of_pos hK, abs_pow,
      mul_div_cancel_left₀ _ hK.ne']
  refine ⟨?_, hK, fun N => ?_, fun h0 N => ?_⟩
  · -- geometric series
    have hne : 1 - regularRatio c E V ≠ 0 := by linarith [(abs_lt.1 hx).2] |> ne_of_gt
    have hval : kineticFactor c E V = c ^ 2 / (2 * c ^ 2 - V) * (1 - regularRatio c E V)⁻¹ :=
      (eq_mul_inv_iff_mul_eq₀ hne).2 (kineticFactor_mul hB.ne' hD.ne')
    rw [hval]
    exact (hasSum_geometric_of_abs_lt_one hx).mul_left _
  · rw [hrel]
    exact pow_le_pow_left₀ (abs_nonneg _) h1 N
  · rw [hrel, regularRatio, h0, sub_zero, abs_div, abs_neg, abs_of_pos hc2]
```

On the dispersion relation $E-V=p^2K\ge0$, the positive-energy branch. Hence $V+p^2S_N-E=p^2(S_N-K)$ and
$$|V+p^2S_N-E|\le p^2Kq^N=(E-V)\,q^N .$$
For $N=1$ the classical ZORA energy $V+p^2c^2/(2c^2-V)$ is off by at most the fraction $|E|/(2c^2)$ of the kinetic energy. For $N\ge2$, $S_N$ still contains the exact $E$.

```lean
/-- If `V ≤ 0`, `|E| < 2c²` and `E` obeys the relativistic dispersion relation, then `V + p² S_N`,
with `S_N` the `N`-term regular sum, differs from `E` by at most `(E - V) (|E| / (2c²))ᴺ`. -/
theorem regular_energy_error {c E V p : ℝ} (hV : V ≤ 0) (hE : |E| < 2 * c ^ 2)
    (hdisp : (E - V + c ^ 2) ^ 2 = c ^ 4 + p ^ 2 * c ^ 2) (N : ℕ) :
    |V + p ^ 2 * regularSum c E V N - E| ≤ (E - V) * (|E| / (2 * c ^ 2)) ^ N := by
  have hD : 0 < 2 * c ^ 2 + E - V := by linarith [(abs_lt.1 hE).1]
  obtain ⟨-, hK, hrel, -⟩ := regular_expansion hV hE
  have h1 := (div_le_iff₀ hK).1 (hrel N)
  have hE' : E - V = p ^ 2 * kineticFactor c E V := by
    linarith [(dispersion_iff p hD.ne').1 hdisp]
  have h2 : V + p ^ 2 * regularSum c E V N - E
      = p ^ 2 * (regularSum c E V N - kineticFactor c E V) := by
    linear_combination -hE'
  rw [h2, hE', abs_mul, abs_of_nonneg (sq_nonneg p)]
  calc _ ≤ p ^ 2 * ((|E| / (2 * c ^ 2)) ^ N * kineticFactor c E V) :=
        mul_le_mul_of_nonneg_left h1 (sq_nonneg p)
    _ = _ := by ring
```

## Where the Pauli series converges

Replacing $E$ by $E-V$ and $V$ by $0$ leaves $K$ unchanged (`e1`) and turns the regular terms into the Pauli terms (`e2`). For $|E-V|<2c^2$ the Pauli series therefore sums to $K$, whatever the sign of $V$.

```lean
/-- For `|E - V| < 2c²` the Pauli series sums to the kinetic factor. -/
theorem pauli_hasSum {c E V : ℝ} (h : |E - V| < 2 * c ^ 2) :
    HasSum (pauliTerm c E V) (kineticFactor c E V) := by
  have hc2 : 0 < 2 * c ^ 2 := lt_of_le_of_lt (abs_nonneg _) h
  -- the Pauli series is the regular series for energy `E - V` and zero potential
  have e : c ^ 2 / (2 * c ^ 2) = 1 / 2 := by
    rw [div_eq_iff hc2.ne']
    ring
  have e1 : kineticFactor c E V = kineticFactor c (E - V) 0 := by
    unfold kineticFactor
    rw [show 2 * c ^ 2 + (E - V) - 0 = 2 * c ^ 2 + E - V by ring]
  have e2 : pauliTerm c E V = regularTerm c (E - V) 0 := by
    funext n
    simp only [pauliTerm, regularTerm, regularRatio, sub_zero, e]
  rw [e1, e2]
  exact (regular_expansion le_rfl h).1
```

For $c\ne0$ and $|E-V|\ge2c^2$ one has $|y|\ge1$, so every term has modulus at least $1/2$ (`hterm`). A limit of the partial sums would make their successive differences, the terms, tend to zero (`h3`). The conclusion denies any real limit of the ordered partial sums, so conditional convergence is excluded too.

```lean
/-- For `c ≠ 0` and `|E - V| ≥ 2c²` the partial sums of the Pauli series have no limit. -/
theorem pauli_diverges {c E V : ℝ} (hc : c ≠ 0) (h : 2 * c ^ 2 ≤ |E - V|) :
    ¬ ∃ l, Tendsto (pauliSum c E V) atTop (𝓝 l) := by
  rintro ⟨l, hl⟩
  have hc2 : 0 < 2 * c ^ 2 := by positivity
  -- convergence would force the terms to tend to zero
  have h1 : Tendsto (fun n => pauliSum c E V (n + 1)) atTop (𝓝 l) :=
    hl.comp (tendsto_add_atTop_nat 1)
  have h3 : Tendsto (pauliTerm c E V) atTop (𝓝 0) := by
    have h2 := h1.sub hl
    rw [sub_self] at h2
    refine h2.congr fun n => ?_
    simp [pauliSum, Finset.sum_range_succ]
  -- but every term has modulus at least one half
  have hy : 1 ≤ |-(E - V) / (2 * c ^ 2)| := by
    rw [abs_div, abs_neg, abs_of_pos hc2, le_div_iff₀ hc2]
    linarith
  have hterm : ∀ n, (1 / 2 : ℝ) ≤ |pauliTerm c E V n| := by
    intro n
    have hp : 1 ≤ |-(E - V) / (2 * c ^ 2)| ^ n := one_le_pow₀ hy
    rw [pauliTerm, abs_mul, abs_pow, abs_of_pos (show (0 : ℝ) < 1 / 2 by norm_num)]
    linarith
  have h4 := ge_of_tendsto' h3.abs hterm
  rw [abs_zero] at h4
  linarith
```

## The point nucleus

Take $V=-Z/r$ with $Z\ge0$, $r>0$, $|E|<2c^2$. As $V\le0$, the regular series sums to $K$ at every $r$. For the Pauli series $E-V=E+Z/r>-2c^2$ always holds, so $|E-V|<2c^2$ reduces to $Z/r<2c^2-E$, that is $r>Z/(2c^2-E)$, the rearrangement `key`. The partial sums converge exactly outside this radius and diverge on it; for $Z=0$ the radius vanishes.

```lean
/-- In the Coulomb potential `-Z / r` with `Z ≥ 0`, `r > 0` and `|E| < 2c²`, the regular series
sums to the kinetic factor, while the Pauli partial sums converge iff `r > Z / (2c² - E)`. -/
theorem coulomb_regular_vs_pauli {c E Z r : ℝ} (hZ : 0 ≤ Z) (hr : 0 < r)
    (hE : |E| < 2 * c ^ 2) :
    HasSum (regularTerm c E (coulomb Z r)) (kineticFactor c E (coulomb Z r)) ∧
    ((∃ l, Tendsto (pauliSum c E (coulomb Z r)) atTop (𝓝 l)) ↔ Z / (2 * c ^ 2 - E) < r) := by
  obtain ⟨hlo, hhi⟩ := abs_lt.1 hE
  have hq : 0 ≤ Z / r := div_nonneg hZ hr.le
  have hV : coulomb Z r = -(Z / r) := neg_div r Z
  have hc : c ≠ 0 := by
    intro h
    rw [h] at hE
    nlinarith [abs_nonneg E]
  have key : Z / (2 * c ^ 2 - E) < r ↔ Z / r < 2 * c ^ 2 - E := by
    rw [div_lt_iff₀ (show 0 < 2 * c ^ 2 - E by linarith), div_lt_iff₀ hr]
    constructor <;> intro h <;> linarith
  refine ⟨(regular_expansion (by linarith) hE).1, ?_⟩
  rw [key]
  constructor
  · intro hconv
    by_contra hn
    refine pauli_diverges hc ?_ hconv
    linarith [le_abs_self (E - coulomb Z r), not_lt.1 hn]
  · intro h
    have hab : |E - coulomb Z r| < 2 * c ^ 2 := abs_lt.2 ⟨by linarith, by linarith⟩
    exact ⟨_, (pauli_hasSum hab).tendsto_sum_nat⟩

end

end RegularApproximation
```

```lean
#print axioms RegularApproximation.regular_energy_error
#print axioms RegularApproximation.coulomb_regular_vs_pauli
```

```
'RegularApproximation.regular_energy_error' depends on axioms: [propext, Classical.choice, Quot.sound]
'RegularApproximation.coulomb_regular_vs_pauli' depends on axioms: [propext, Classical.choice, Quot.sound]
```

## The factor in a scalar-relativistic code

In a scalar ZORA calculation $p^2S_1$ becomes the operator $\mathbf p\cdot\frac{c^2}{2c^2-V(\mathbf r)}\,\mathbf p$, with $\mathbf p=-i\nabla$, and its matrix elements $\int S_1\,\nabla\chi_\mu\cdot\nabla\chi_\nu\,d^3r$ between real basis functions $\chi_\mu,\chi_\nu$ can be integrated on a grid. The theorems concern this factor pointwise, for a fixed number $E$ with $|E|<2c^2$: wherever $V\le0$ it is within the fraction $q$ of $K$, and nothing about eigenvalues of the operator is derived. A common shift of $E$ and $V$ leaves $K$ unchanged but changes $S_1$ and, in general, $q$, so the bound refers to the chosen zero of the potential.
